# The J = 1 and J = 2 levels of 2p1/2 2p3/2 enter the configuration average with weights 3/8 and 5/8

**Q:** Suppose I take the plain mean of the two level energies of 2p1/2 2p3/2, E1 for J = 1 and E2 for J = 2. What goes wrong?

**A:** The result is not the average over the states of the configuration. There are three states with J = 1 and five with J = 2, so that average is (3E1 + 5E2)/8, and the plain mean misses it by (E2 − E1)/8. The mean diagonal element in the uncoupled m-basis would then disagree with the one you compute from the levels.

**Q:** I can count 2J + 1 myself. How do you get the weights from the operators?

**A:** Let s_k and S_k (k = x, y, z) be the components of the total angular momenta of the 2p1/2 and the 2p3/2 electron, with ħ = 1. Each contains an orbital and a spin part. Since j = 1/2 and j = 3/2, they act on the m-states like a spin 1/2 and a spin 3/2, and are called that below. Let J_k = s_k + S_k on the eight-dimensional product space. Write X = s·S. Since s² = 3/4 and S² = 15/4,

J² = 9/2 + 2X.

For spin 1/2, s_a s_b = δ_ab/4 + (i/2) Σ_c ε_abc s_c. Operators on different factors commute, and [S_x, S_y] = i S_z with its cyclic versions, so

X² = Σ_ab s_a s_b S_a S_b = S²/4 + (i/2) Σ_c s_c (i S_c) = 15/16 − X/2.

Therefore

(J² − 2)(J² − 6) = (2X + 5/2)(2X − 3/2) = 4X² + 2X − 15/4 = 0.

Now set P1 = (6 − J²)/4 and P2 = (J² − 2)/4. They add up to 1, and the quadratic equation gives P1 P2 = 0. Hence P1² = P1(1 − P2) = P1, and likewise P2² = P2. The same equation gives J² P1 = 2P1 and J² P2 = 6P2. Both are Hermitian because J² is.

The s_k are traceless, so X has trace zero and tr J² = 8 · 9/2 = 36. Then

tr P1 = (48 − 36)/4 = 3, tr P2 = (36 − 16)/4 = 5.

For V = E1 P1 + E2 P2, the mean diagonal element in any orthonormal basis is tr V/8 = (3E1 + 5E2)/8.

**Q:** Does the formal version start from actual matrices, or does it assume an angular momentum algebra?

**A:** From matrices. `Op` is the type of complex matrices indexed by pairs in `Fin 2 × Fin 4`. Index 0 is the highest m in each factor, and m decreases from there.

In Lean 4 with Mathlib:

```lean
import Mathlib

open Matrix
open Complex (I)
open scoped Kronecker

namespace ConfigurationAverage

noncomputable section

/-- Operators on the product space of a spin 1/2 and a spin 3/2. -/
abbrev Op := Matrix (Fin 2 × Fin 4) (Fin 2 × Fin 4) ℂ

/-- The square root of three as a complex number. -/
def root3 : ℂ := (Real.sqrt 3 : ℝ)

/-- The x component of spin 1/2. -/
def sx : Matrix (Fin 2) (Fin 2) ℂ := !![0, 1/2; 1/2, 0]

/-- The y component of spin 1/2. -/
def sy : Matrix (Fin 2) (Fin 2) ℂ := !![0, -I/2; I/2, 0]

/-- The z component of spin 1/2. -/
def sz : Matrix (Fin 2) (Fin 2) ℂ := !![1/2, 0; 0, -1/2]

/-- The x component of spin 3/2. -/
def Sx : Matrix (Fin 4) (Fin 4) ℂ :=
  !![0, root3/2, 0, 0; root3/2, 0, 1, 0; 0, 1, 0, root3/2; 0, 0, root3/2, 0]

/-- The y component of spin 3/2. -/
def Sy : Matrix (Fin 4) (Fin 4) ℂ :=
  !![0, -I*root3/2, 0, 0; I*root3/2, 0, -I, 0; 0, I, 0, -I*root3/2; 0, 0, I*root3/2, 0]

/-- The z component of spin 3/2. -/
def Sz : Matrix (Fin 4) (Fin 4) ℂ :=
  !![3/2, 0, 0, 0; 0, 1/2, 0, 0; 0, 0, -1/2, 0; 0, 0, 0, -3/2]
```

The total angular momentum is built with the Kronecker product: `couple sx Sx` is J_x, and `JSq` is the sum of the three squares. `spinDot` is X.

```lean
/-- The sum of a one-body operator on each of the two factors. -/
def couple (A : Matrix (Fin 2) (Fin 2) ℂ) (B : Matrix (Fin 4) (Fin 4) ℂ) : Op :=
  A ⊗ₖ 1 + 1 ⊗ₖ B

/-- The square of the total angular momentum. -/
def JSq : Op :=
  couple sx Sx * couple sx Sx + couple sy Sy * couple sy Sy + couple sz Sz * couple sz Sz

/-- The scalar product of the two angular momenta. -/
def spinDot : Op := sx ⊗ₖ Sx + sy ⊗ₖ Sy + sz ⊗ₖ Sz

/-- The operator (6 - J²)/4. -/
def P1 : Op := (1/4 : ℂ) • ((6 : ℂ) • (1 : Op) - JSq)

/-- The operator (J² - 2)/4. -/
def P2 : Op := (1/4 : ℂ) • (JSq - (2 : ℂ) • (1 : Op))

/-- The interaction with strength `E1` on `P1` and `E2` on `P2`. -/
def V (E1 E2 : ℂ) : Op := E1 • P1 + E2 • P2
```

**Q:** Electrons are identical. Where is the antisymmetry?

**A:** It is absorbed in the choice of space. The two electrons occupy different subshells, so each product state corresponds to exactly one antisymmetrised state, and this correspondence respects J. Exchange contributions then belong in E1 and E2. For two electrons in the same subshell, the corresponding product space, with equal j in both factors, would be too large, because the Pauli principle allows only its antisymmetric states.

**Q:** And the Breit interaction? I see no radial integrals.

**A:** E1 and E2 are arbitrary inputs. They stand for the first-order energies of the two levels, with Coulomb and Breit parts and their radial integrals already evaluated. What narrows the result is the form of V: it is a scalar under rotations and acts within one configuration, so mixing of the J = 2 level with 2p3/2² is left out. Within that restriction, the result supplies the weights for a configuration-average energy in atomic structure work.

**Q:** How do I know the matrices are right? A wrong sign in `Sy` would be hard to see.

**A:** The first two theorems test them. `spinHalf_mul` is the full product table of the s_k. `spinThreeHalf_algebra` gives the three commutators of the S_k and S² = 15/4. Both are checked entry by entry: `fin_cases` runs through the indices, and `ring_nf` finishes the arithmetic with I² = −1 and, for spin 3/2, `root3 ^ 2 = 3`.

```lean
/-- The multiplication table of the spin-1/2 matrices. -/
theorem spinHalf_mul :
    sx * sx = (1/4 : ℂ) • 1 ∧ sy * sy = (1/4 : ℂ) • 1 ∧ sz * sz = (1/4 : ℂ) • 1 ∧
    sx * sy = (I/2) • sz ∧ sy * sx = (-(I/2)) • sz ∧
    sy * sz = (I/2) • sx ∧ sz * sy = (-(I/2)) • sx ∧
    sz * sx = (I/2) • sy ∧ sx * sz = (-(I/2)) • sy := by
  refine ⟨?_, ?_, ?_, ?_, ?_, ?_, ?_, ?_, ?_⟩ <;> ext i j <;> fin_cases i <;> fin_cases j <;>
    simp [sx, sy, sz, Matrix.mul_apply, Fin.sum_univ_two, -mul_eq_mul_left_iff,
      -mul_eq_mul_right_iff] <;>
    (try ring_nf) <;> (try simp only [Complex.I_sq]) <;> (try ring_nf)

set_option maxHeartbeats 400000 in
/-- The spin-3/2 matrices obey the angular momentum commutation relations, and their
squares add up to 15/4. -/
theorem spinThreeHalf_algebra :
    Sx * Sy - Sy * Sx = I • Sz ∧ Sy * Sz - Sz * Sy = I • Sx ∧ Sz * Sx - Sx * Sz = I • Sy ∧
    Sx * Sx + Sy * Sy + Sz * Sz = (15/4 : ℂ) • 1 := by
  have h3 : root3 ^ 2 = 3 := by
    unfold root3
    rw [← Complex.ofReal_pow, Real.sq_sqrt (by norm_num)]
    norm_num
  have hz : Sz = Matrix.diagonal ![3/2, 1/2, -1/2, -3/2] := by
    ext i j
    fin_cases i <;> fin_cases j <;> simp [Sz]
  -- the rows of the two off-diagonal matrices
  have x0 : Sx 0 = ![0, root3/2, 0, 0] := rfl
  have x1 : Sx 1 = ![root3/2, 0, 1, 0] := rfl
  have x2 : Sx 2 = ![0, 1, 0, root3/2] := rfl
  have x3 : Sx 3 = ![0, 0, root3/2, 0] := rfl
  have y0 : Sy 0 = ![0, -I*root3/2, 0, 0] := rfl
  have y1 : Sy 1 = ![I*root3/2, 0, -I, 0] := rfl
  have y2 : Sy 2 = ![0, I, 0, -I*root3/2] := rfl
  have y3 : Sy 3 = ![0, 0, I*root3/2, 0] := rfl
  refine ⟨?_, ?_, ?_, ?_⟩ <;> rw [hz] <;> ext i j <;>
    simp only [Matrix.sub_apply, Matrix.add_apply, Matrix.smul_apply, Matrix.mul_diagonal,
      Matrix.diagonal_mul] <;>
    (try simp only [Matrix.mul_apply, Fin.sum_univ_four]) <;>
    fin_cases i <;> fin_cases j <;>
    simp [x0, x1, x2, x3, y0, y1, y2, y3, -mul_eq_mul_left_iff,
      -mul_eq_mul_right_iff] <;>
    (try ring_nf) <;> (try simp only [Complex.I_sq, h3]) <;> (try ring_nf)
```

The sum must also be an angular momentum. In `total_comm` the helper `k` expands a commutator of two coupled operators; the cross terms cancel, and the one-body commutators remain.

```lean
/-- The components of the total angular momentum obey the angular momentum
commutation relations. -/
theorem total_comm :
    couple sx Sx * couple sy Sy - couple sy Sy * couple sx Sx = I • couple sz Sz ∧
    couple sy Sy * couple sz Sz - couple sz Sz * couple sy Sy = I • couple sx Sx ∧
    couple sz Sz * couple sx Sx - couple sx Sx * couple sz Sz = I • couple sy Sy := by
  obtain ⟨-, -, -, hxy, hyx, hyz, hzy, hzx, hxz⟩ := spinHalf_mul
  obtain ⟨cz, cx, cy, -⟩ := spinThreeHalf_algebra
  -- operators on different factors commute, so only the one-body commutators survive
  have k : ∀ (A A' C : Matrix (Fin 2) (Fin 2) ℂ) (B B' D : Matrix (Fin 4) (Fin 4) ℂ),
      A * A' = (I/2) • C → A' * A = (-(I/2)) • C → B * B' - B' * B = I • D →
      couple A B * couple A' B' - couple A' B' * couple A B = I • couple C D := by
    intro A A' C B B' D h1 h2 h3
    have h4 : B * B' = B' * B + I • D := by rw [← h3]; abel
    simp only [couple, mul_add, add_mul, ← Matrix.mul_kronecker_mul, mul_one, one_mul,
      h1, h2, h4, Matrix.smul_kronecker, Matrix.kronecker_add, Matrix.kronecker_smul]
    module
  exact ⟨k _ _ _ _ _ _ hxy hyx cz, k _ _ _ _ _ _ hyz hzy cx, k _ _ _ _ _ _ hzx hxz cy⟩
```

**Q:** Then the quadratic equation should follow your algebra above.

**A:** It does. In `JSq_eq`, the helper `sq` squares one component, and `hc` collects the spin-3/2 squares into 15/4.

```lean
/-- The square of the total angular momentum is 9/2 plus twice the scalar product of the
two angular momenta. -/
theorem JSq_eq : JSq = (9/2 : ℂ) • (1 : Op) + (2 : ℂ) • spinDot := by
  obtain ⟨hxx, hyy, hzz, -⟩ := spinHalf_mul
  obtain ⟨-, -, -, hS⟩ := spinThreeHalf_algebra
  have sq : ∀ (A : Matrix (Fin 2) (Fin 2) ℂ) (B : Matrix (Fin 4) (Fin 4) ℂ),
      couple A B * couple A B = (A * A) ⊗ₖ 1 + 1 ⊗ₖ (B * B) + (2 : ℂ) • (A ⊗ₖ B) := by
    intro A B
    simp only [couple, mul_add, add_mul, ← Matrix.mul_kronecker_mul, mul_one, one_mul]
    module
  have hc : (1 : Matrix (Fin 2) (Fin 2) ℂ) ⊗ₖ (Sx * Sx) + 1 ⊗ₖ (Sy * Sy) + 1 ⊗ₖ (Sz * Sz)
      = (15/4 : ℂ) • (1 : Op) := by
    rw [← Matrix.kronecker_add, ← Matrix.kronecker_add, hS, Matrix.kronecker_smul,
      Matrix.one_kronecker_one]
  unfold JSq spinDot
  rw [sq, sq, sq, hxx, hyy, hzz]
  simp only [Matrix.smul_kronecker, Matrix.one_kronecker_one]
  linear_combination (norm := module) hc
```

In `JSq_quadratic`, the intermediate fact `hX` is X² = 15/16 − X/2. Its helper `k` pairs the terms that differ in the order of two S components and turns each commutator into a single S_c, with the factor (i/2) · i = −1/2. After `JSq_eq` is substituted, `module` compares the coefficients of 1 and X.

```lean
/-- The square of the total angular momentum satisfies (J² - 2)(J² - 6) = 0. -/
theorem JSq_quadratic : (JSq - (2 : ℂ) • (1 : Op)) * (JSq - (6 : ℂ) • (1 : Op)) = 0 := by
  obtain ⟨hxx, hyy, hzz, hxy, hyx, hyz, hzy, hzx, hxz⟩ := spinHalf_mul
  obtain ⟨cz, cx, cy, hS⟩ := spinThreeHalf_algebra
  have hc : (1 : Matrix (Fin 2) (Fin 2) ℂ) ⊗ₖ (Sx * Sx) + 1 ⊗ₖ (Sy * Sy) + 1 ⊗ₖ (Sz * Sz)
      = (15/4 : ℂ) • (1 : Op) := by
    rw [← Matrix.kronecker_add, ← Matrix.kronecker_add, hS, Matrix.kronecker_smul,
      Matrix.one_kronecker_one]
  have k : ∀ (A : Matrix (Fin 2) (Fin 2) ℂ) (B C D : Matrix (Fin 4) (Fin 4) ℂ),
      B * C - C * B = I • D →
      (I/2) • (A ⊗ₖ (B * C)) - (I/2) • (A ⊗ₖ (C * B)) = (-(1/2) : ℂ) • (A ⊗ₖ D) := by
    intro A B C D h
    have h4 : B * C = C * B + I • D := by rw [← h]; abel
    have hI : I/2 * I = -(1/2) := by linear_combination (1/2) * Complex.I_mul_I
    rw [h4, Matrix.kronecker_add, Matrix.kronecker_smul, smul_add, smul_smul, hI]
    module
  -- the scalar product satisfies a quadratic equation of its own
  have hX : spinDot * spinDot = (15/16 : ℂ) • (1 : Op) - (1/2 : ℂ) • spinDot := by
    simp only [spinDot, mul_add, add_mul, ← Matrix.mul_kronecker_mul, hxx, hyy, hzz,
      hxy, hyx, hyz, hzy, hzx, hxz, Matrix.smul_kronecker]
    linear_combination (norm := module) (1/4 : ℂ) • hc + k sz Sx Sy Sz cz
      + k sx Sy Sz Sx cx + k sy Sz Sx Sy cy
  rw [JSq_eq]
  simp only [sub_mul, mul_sub, add_mul, mul_add, smul_mul_assoc, mul_smul_comm, one_mul,
    mul_one, hX]
  module
```

**Q:** Does "orthogonal projector" here include Hermiticity, or only idempotence?

**A:** Both. `projectors` states completeness, idempotence, vanishing products in both orders, Hermiticity and the two eigenvalue relations. The proof rewrites the quadratic equation as J⁴ = 8J² − 12, called `hq`, and uses it wherever J² meets itself. Hermiticity comes from that of the six spin matrices.

```lean
/-- `P1` and `P2` are complementary orthogonal projectors, onto states with J² = 2 and
J² = 6 respectively. -/
theorem projectors :
    P1 + P2 = 1 ∧ P1 * P1 = P1 ∧ P2 * P2 = P2 ∧ P1 * P2 = 0 ∧ P2 * P1 = 0 ∧
    P1.IsHermitian ∧ P2.IsHermitian ∧
    JSq * P1 = (2 : ℂ) • P1 ∧ JSq * P2 = (6 : ℂ) • P2 := by
  have hq : JSq * JSq = (8 : ℂ) • JSq - (12 : ℂ) • (1 : Op) := by
    have h := JSq_quadratic
    simp only [sub_mul, mul_sub, smul_mul_assoc, mul_smul_comm, one_mul, mul_one] at h
    linear_combination (norm := module) h
  have hs : sxᴴ = sx ∧ syᴴ = sy ∧ szᴴ = sz := by
    refine ⟨?_, ?_, ?_⟩ <;> ext i j <;> fin_cases i <;> fin_cases j <;> simp [sx, sy, sz]
  have hS : Sxᴴ = Sx ∧ Syᴴ = Sy ∧ Szᴴ = Sz := by
    refine ⟨?_, ?_, ?_⟩ <;> ext i j <;> fin_cases i <;> fin_cases j <;>
      simp [Sx, Sy, Sz, root3]
  have hJ : JSqᴴ = JSq := by
    rw [JSq_eq]
    simp [spinDot, Matrix.conjTranspose_kronecker, hs.1, hs.2.1, hs.2.2, hS.1, hS.2.1, hS.2.2]
  refine ⟨by unfold P1 P2; module, ?_, ?_, ?_, ?_, ?_, ?_, ?_, ?_⟩
  case refine_5 => simp [Matrix.IsHermitian, P1, hJ]
  case refine_6 => simp [Matrix.IsHermitian, P2, hJ]
  all_goals
    simp only [P1, P2, sub_mul, mul_sub, smul_mul_assoc, mul_smul_comm, one_mul, mul_one, hq]
    module
```

The traces use tr(A ⊗ B) = tr A · tr B, which removes X at once.

```lean
/-- The projectors `P1` and `P2` have trace 3 and 5. -/
theorem projector_traces : P1.trace = 3 ∧ P2.trace = 5 := by
  have hx : sx.trace = 0 := by simp [sx, Matrix.trace_fin_two]
  have hy : sy.trace = 0 := by simp [sy, Matrix.trace_fin_two, neg_div]
  have hz : sz.trace = 0 := by simp [sz, Matrix.trace_fin_two, neg_div]
  have h1 : (1 : Op).trace = 8 := by
    simp [Matrix.trace_one, Fintype.card_prod]
  have hJ : JSq.trace = 36 := by
    rw [JSq_eq]
    simp only [spinDot, Matrix.trace_add, Matrix.trace_smul, Matrix.trace_kronecker,
      hx, hy, hz, h1, smul_eq_mul]
    norm_num
  constructor <;>
    simp only [P1, P2, Matrix.trace_smul, Matrix.trace_sub, hJ, h1, smul_eq_mul] <;> norm_num
```

**Q:** What ties E1 to the J = 1 level, beyond the name?

**A:** `level_energies`. If J²ψ = 2ψ, which is J(J + 1) for J = 1, then Vψ = E1 ψ; if J²ψ = 6ψ, then Vψ = E2 ψ. The vector ψ need not be normalised; for a normalised one, ⟨ψ|V|ψ⟩ is the level energy itself. The proof inserts the eigenvalue into the definitions of P1 and P2.

```lean
/-- The interaction multiplies a state with J² = 2 by `E1` and a state with J² = 6 by `E2`. -/
theorem level_energies (E1 E2 : ℂ) (ψ : Fin 2 × Fin 4 → ℂ) :
    (JSq *ᵥ ψ = (2 : ℂ) • ψ → V E1 E2 *ᵥ ψ = E1 • ψ) ∧
    (JSq *ᵥ ψ = (6 : ℂ) • ψ → V E1 E2 *ᵥ ψ = E2 • ψ) := by
  constructor <;> intro h <;>
    simp only [V, P1, P2, Matrix.add_mulVec, Matrix.smul_mulVec, Matrix.sub_mulVec,
      Matrix.one_mulVec, h] <;> module
```

**Q:** And "every orthonormal basis"?

**A:** The basis vectors are the columns of a matrix `U`, and the hypothesis `hU` says that `U` is unitary. The entry `(Uᴴ * V E1 E2 * U) i i` is then ⟨u_i|V|u_i⟩ for column u_i. The sum over i is a trace; `Matrix.trace_mul_cycle` moves `U` to the front, U U† = 1 removes it, and the traces 3 and 5 do the rest. The m-basis and the coupled J, M basis are both covered.

```lean
/-- In every orthonormal basis, given by the columns of a unitary matrix `U`, the mean
diagonal element of the interaction is (3 E1 + 5 E2)/8. -/
theorem configuration_average (E1 E2 : ℂ) (U : Op)
    (hU : U ∈ Matrix.unitaryGroup (Fin 2 × Fin 4) ℂ) :
    (∑ i, (Uᴴ * V E1 E2 * U) i i) / 8 = (3 * E1 + 5 * E2) / 8 := by
  have hUU : U * Uᴴ = 1 := Matrix.mem_unitaryGroup_iff.mp hU
  change (Uᴴ * V E1 E2 * U).trace / 8 = _
  -- the trace does not depend on the basis
  rw [Matrix.trace_mul_cycle, hUU, one_mul]
  simp only [V, Matrix.trace_add, Matrix.trace_smul, projector_traces.1, projector_traces.2,
    smul_eq_mul]
  ring
```

**Q:** The average says nothing about how far apart the levels are.

**A:** The last theorem gives the spread. Subtracting the average leaves

V − (3E1 + 5E2)/8 = (5/8)(E1 − E2) P1 + (3/8)(E2 − E1) P2.

Squaring removes the cross terms, and the trace divided by 8 is

(3 · 25 + 5 · 9)(E1 − E2)²/(64 · 8) = 15(E1 − E2)²/64.

For real energies this is the mean square deviation of the level energies from the configuration average, with each level counted 2J + 1 times. The theorem allows complex E1 and E2, where the expression is still correct but is no longer a variance. It also squares the operator, not its diagonal elements: in the m-basis the diagonal elements alone generally scatter less, because part of V is off-diagonal there.

```lean
/-- The normalised trace of the squared deviation of the interaction from its configuration
average is 15 (E1 - E2)²/64. -/
theorem configuration_variance (E1 E2 : ℂ) :
    ((V E1 E2 - ((3 * E1 + 5 * E2) / 8) • (1 : Op)) *
      (V E1 E2 - ((3 * E1 + 5 * E2) / 8) • (1 : Op))).trace / 8 = 15 / 64 * (E1 - E2) ^ 2 := by
  obtain ⟨hsum, h11, h22, h12, h21, -⟩ := projectors
  have hV : V E1 E2 - ((3 * E1 + 5 * E2) / 8) • (1 : Op)
      = (5 / 8 * (E1 - E2)) • P1 + (3 / 8 * (E2 - E1)) • P2 := by
    rw [← hsum, V]
    module
  rw [hV]
  simp only [mul_add, add_mul, smul_mul_assoc, mul_smul_comm, h11, h22, h12, h21,
    Matrix.trace_add, Matrix.trace_smul, Matrix.trace_zero, projector_traces.1,
    projector_traces.2, smul_eq_mul]
  ring

end

end ConfigurationAverage
```
```lean
#print axioms ConfigurationAverage.total_comm
#print axioms ConfigurationAverage.level_energies
#print axioms ConfigurationAverage.configuration_average
#print axioms ConfigurationAverage.configuration_variance
```

```
'ConfigurationAverage.total_comm' depends on axioms: [propext, Classical.choice, Quot.sound]
'ConfigurationAverage.level_energies' depends on axioms: [propext, Classical.choice, Quot.sound]
'ConfigurationAverage.configuration_average' depends on axioms: [propext, Classical.choice, Quot.sound]
'ConfigurationAverage.configuration_variance' depends on axioms: [propext, Classical.choice, Quot.sound]
```
